# Numerov solutions of u″ = fu started from 0 and 1 alternate in sign when h²f > 12

Take a uniform grid $x_j = jh$ with $j = 0, 1, 2, \dots$ and spacing $h > 0$. Write $f_j$ for the coefficient at $x_j$ and $u_j$ for the numerical solution there. The Numerov scheme for $u'' = fu$ is

$$u_{j+2} - 2u_{j+1} + u_j = \frac{h^2}{12}\left(f_{j+2}u_{j+2} + 10 f_{j+1}u_{j+1} + f_j u_j\right).$$

The starting values are $u_0 = 0$ and $u_1 = 1$. For a particle of mass $m$ and energy $E$ in a potential $V$, $f = 2m(V - E)/\hbar^2$, so positive $f$ marks a classically forbidden region. Two abbreviations are used throughout:

$$t_j = \frac{h^2 f_j}{12}, \qquad w_j = (1 - t_j)\,u_j.$$

The quantity $w_j$ is called the weighted amplitude.

## The sign flips and the amplitude grows more than ninefold

If $f$ is constant and $h^2 f > 12$, then for every $j \ge 0$

$$(-1)^j u_{j+1} > 0, \qquad |u_{j+2}| > 9\,|u_{j+1}|.$$

The differential equation has the solution

$$u(x) = \frac{\sinh(\sqrt f\,x)}{\sinh(\sqrt f\,h)},$$

which takes the same values $0$ and $1$ at the first two grid points and is positive for all $x > 0$. Every sign change in the numerical sequence is therefore spurious. Growth by itself is not the failure: the exact solution also grows, from each grid point $x_j$ with $j \ge 1$ to the next by a factor larger than $e^{\sqrt f\,h} > e^{\sqrt{12}} \approx 32$.

The alternation also holds for position-dependent $f$, provided that $h^2 f_j > 12$ at every grid point after the first. The ninefold growth then applies to $|w_j|$ and not necessarily to $|u_j|$.

The value 12 is a threshold. If $0 \le h^2 f_j < 12$ at every point after the first, the numerical solution is positive at all of these points. If $f$ is constant and $h^2 f = 12$, no sequence with these starting values satisfies the scheme.

## Node counts in shooting codes

A shooting code for bound states can use the number of nodes to decide whether a trial energy is too high or too low. For the one-dimensional, one-particle equation on a uniform grid, the result shows that this count can be corrupted by the step size alone when the whole grid lies in a deep forbidden region.

In a region of constant $f$ the decay length is $1/\sqrt f$, so $h^2 f > 12$ means that one step spans more than $\sqrt{12} \approx 3.46$ decay lengths. This can happen when a grid chosen for the well is extended unchanged into a high barrier. To detect this failure, a code can monitor the largest $h^2 f_j$ at the cost of one comparison per grid point. For starting values $0$ and $1$ and $f_j \ge 0$ after the first point, a maximum below 12 guarantees that the numerical solution stays positive. It says nothing about accuracy: a step of three decay lengths passes this test and is still far too coarse.

## From the three-term relation to alternation

**The recurrence.** Move the term with $f_{j+2}$ to the left of the scheme and all others to the right:

$$(1 - t_{j+2})u_{j+2} = (2 + 10t_{j+1})u_{j+1} - (1 - t_j)u_j.$$

Since $12u_{j+1} - 10w_{j+1} = (2 + 10t_{j+1})u_{j+1}$, this is

$$w_{j+2} = 12u_{j+1} - 10w_{j+1} - w_j.$$

**Removing the sign.** Put $s_j = (-1)^j u_{j+1}$ and $a_j = (-1)^j w_j$. Multiplying the recurrence by $(-1)^j$ gives

$$a_{j+2} = 12s_j + 10a_{j+1} - a_j,$$

and the definition of $w$ gives

$$a_{j+1} = (t_{j+1} - 1)\,s_j.$$

**Induction.** Assume $t_j > 1$ for all $j \ge 1$. The claim is that $s_j > 0$ and $a_j \le a_{j+1}$ for all $j \ge 0$. At $j = 0$ we have $s_0 = 1$, $a_0 = 0$ and $a_1 = t_1 - 1 > 0$. Now suppose the claim holds at $j$. Then $a_{j+1} > 0$, because it is a product of two positive factors, and

$$a_{j+2} \ge 12s_j + 9a_{j+1} > 9a_{j+1} > 0.$$

Hence $a_{j+1} \le a_{j+2}$. Since $a_{j+2} = (t_{j+2} - 1)s_{j+1}$ with a positive first factor, $s_{j+1} > 0$ as well. This completes the induction, and the displayed inequality also gives $|w_{j+2}| > 9|w_{j+1}|$.

**Constant $f$.** Write $t = h^2 f/12$ for the common value of the $t_j$. Then $|w_j| = |1 - t|\,|u_j|$ with the same positive factor $|1 - t|$ at every point. It cancels, leaving $|u_{j+2}| > 9|u_{j+1}|$.

**The exact solution.** Differentiating $\sinh(\sqrt f\,x)/\sinh(\sqrt f\,h)$ once gives $\sqrt f\cosh(\sqrt f\,x)/\sinh(\sqrt f\,h)$, and differentiating again gives $f$ times the original function. The values at $0$ and $h$ are $0$ and $1$, and $\sinh$ is positive for positive arguments.

**Below the threshold.** Let $0 \le t_j < 1$ for $j \ge 1$. Now the induction carries $u_{j+1} > 0$ and $w_j \le w_{j+1}$. It starts from $u_1 = 1$ and $w_0 = 0 < 1 - t_1 = w_1$. For the step, $t_{j+1} \ge 0$ gives $w_{j+1} \le u_{j+1}$, so

$$w_{j+2} - w_{j+1} = 12u_{j+1} - 11w_{j+1} - w_j \ge 12(u_{j+1} - w_{j+1}) \ge 0.$$

Thus $w_{j+2} \ge w_{j+1} > 0$, and dividing by $1 - t_{j+2} > 0$ gives $u_{j+2} > 0$.

**At the threshold.** With $t_j = 1$ everywhere, the first step of the scheme reads $u_2 - 2u_1 + u_0 = u_2 + 10u_1 + u_0$. The unknown $u_2$ drops out and $12u_1 = 0$ remains, which contradicts $u_1 = 1$.

**The first computed point.** For constant $f$ the failure is already visible at

$$u_2 = \frac{2 + 10t}{1 - t}.$$

At $h^2 f = 24$, so $t = 2$, this is $-22$, whereas the exact value is $2\cosh\sqrt{24} \approx 134$. As $t$ approaches $1$ from above, $u_2$ tends to $-\infty$; as $t \to \infty$, it tends to $-10$. Even an arbitrarily high barrier leaves a finite negative value.

## The Lean file

```lean
import Mathlib

namespace NumerovStepFailure

noncomputable section

/-- The Numerov scheme for `u'' = f u` on a grid of spacing `h`, with `f j` and `u j` the values
at grid point `j`. -/
def IsNumerov (h : ℝ) (f u : ℕ → ℝ) : Prop :=
  ∀ j, u (j + 2) - 2 * u (j + 1) + u j =
    h ^ 2 / 12 * (f (j + 2) * u (j + 2) + 10 * f (j + 1) * u (j + 1) + f j * u j)

/-- The weighted Numerov amplitude `w = (1 - h² f / 12) u`. -/
def weighted (h : ℝ) (f u : ℕ → ℝ) (j : ℕ) : ℝ := (1 - h ^ 2 * f j / 12) * u j

/-- Forward marching of the Numerov scheme from the starting values `0` and `1`. -/
def march (h : ℝ) (f : ℕ → ℝ) : ℕ → ℝ
  | 0 => 0
  | 1 => 1
  | j + 2 => ((2 + 10 * (h ^ 2 * f (j + 1) / 12)) * march h f (j + 1)
      - (1 - h ^ 2 * f j / 12) * march h f j) / (1 - h ^ 2 * f (j + 2) / 12)

/-- The function `sinh (√f x) / sinh (√f h)`, for constant `f`. -/
def exactSolution (f h x : ℝ) : ℝ := Real.sinh (√f * x) / Real.sinh (√f * h)

/-- Forward marching gives a solution of the Numerov scheme with starting values `0` and `1`,
provided `h² f` differs from `12` at the points being computed. -/
theorem march_witness (h : ℝ) (f : ℕ → ℝ) (hf : ∀ j, h ^ 2 * f (j + 2) ≠ 12) :
    IsNumerov h f (march h f) ∧ march h f 0 = 0 ∧ march h f 1 = 1 := by
  refine ⟨fun j => ?_, by simp [march], by simp [march]⟩
  have hne : 1 - h ^ 2 * f (j + 2) / 12 ≠ 0 := fun h0 => hf j (by linarith)
  have e : march h f (j + 2) = ((2 + 10 * (h ^ 2 * f (j + 1) / 12)) * march h f (j + 1)
      - (1 - h ^ 2 * f j / 12) * march h f j) / (1 - h ^ 2 * f (j + 2) / 12) := by
    rw [march]
  have e2 := (eq_div_iff hne).1 e
  linear_combination e2

/-- The Numerov scheme as a three-term relation for the weighted amplitude. -/
theorem weighted_step {h : ℝ} {f u : ℕ → ℝ} (hu : IsNumerov h f u) (j : ℕ) :
    weighted h f u (j + 2) =
      12 * u (j + 1) - 10 * weighted h f u (j + 1) - weighted h f u j := by
  unfold weighted
  linear_combination hu j

/-- If `h² f > 12` at every grid point after the first, the Numerov solution started from `0` and
`1` alternates in sign from the second point on, and the weighted amplitude with alternating sign
removed never decreases. -/
theorem alternating_sign {h : ℝ} {f u : ℕ → ℝ} (hu : IsNumerov h f u)
    (h0 : u 0 = 0) (h1 : u 1 = 1) (hf : ∀ j, 12 < h ^ 2 * f (j + 1)) (j : ℕ) :
    0 < (-1) ^ j * u (j + 1) ∧
      (-1) ^ j * weighted h f u j ≤ (-1) ^ (j + 1) * weighted h f u (j + 1) := by
  induction j with
  | zero =>
    have h2 : 12 < h ^ 2 * f 1 := hf 0
    constructor
    · simp [h1]
    · simp only [weighted, zero_add, h0, h1, pow_zero, pow_one]
      linarith
  | succ j ih =>
    obtain ⟨hs, ha⟩ := ih
    have ht : 0 < h ^ 2 * f (j + 1) / 12 - 1 := by linarith [hf j]
    have ht2 : 0 < h ^ 2 * f (j + 2) / 12 - 1 := by
      have h2 : 12 < h ^ 2 * f (j + 2) := hf (j + 1)
      linarith
    have hpos : 0 < (-1) ^ (j + 1) * weighted h f u (j + 1) := by
      have e : (-1) ^ (j + 1) * weighted h f u (j + 1) =
          (h ^ 2 * f (j + 1) / 12 - 1) * ((-1) ^ j * u (j + 1)) := by
        unfold weighted
        ring
      rw [e]
      exact mul_pos ht hs
    -- with the alternating sign removed, the recurrence has a dominant positive term
    have hnext : (-1) ^ (j + 2) * weighted h f u (j + 2) =
        12 * ((-1) ^ j * u (j + 1)) + 10 * ((-1) ^ (j + 1) * weighted h f u (j + 1))
          - (-1) ^ j * weighted h f u j := by
      linear_combination (-1) ^ j * weighted_step hu j
    have e2 : (-1) ^ (j + 2) * weighted h f u (j + 2) =
        (h ^ 2 * f (j + 2) / 12 - 1) * ((-1) ^ (j + 1) * u (j + 2)) := by
      unfold weighted
      ring
    have hsign : 0 < (-1) ^ (j + 1) * u (j + 2) := by
      refine (mul_pos_iff_of_pos_left ht2).1 ?_
      rw [← e2]
      linarith
    have hmono : (-1) ^ (j + 1) * weighted h f u (j + 1) ≤
        (-1) ^ (j + 2) * weighted h f u (j + 2) := by linarith
    exact ⟨hsign, hmono⟩

/-- If `h² f > 12` at every grid point after the first, the weighted amplitude of the Numerov
solution started from `0` and `1` grows, from the second point on, in absolute value by a factor of
more than nine per step. -/
theorem weighted_growth {h : ℝ} {f u : ℕ → ℝ} (hu : IsNumerov h f u)
    (h0 : u 0 = 0) (h1 : u 1 = 1) (hf : ∀ j, 12 < h ^ 2 * f (j + 1)) (j : ℕ) :
    9 * |weighted h f u (j + 1)| < |weighted h f u (j + 2)| := by
  obtain ⟨hs, ha⟩ := alternating_sign hu h0 h1 hf j
  have habs : ∀ k, |(-1) ^ k * weighted h f u k| = |weighted h f u k| := by
    intro k
    simp [abs_mul, abs_pow]
  have hpos : 0 < (-1) ^ (j + 1) * weighted h f u (j + 1) := by
    have e : (-1) ^ (j + 1) * weighted h f u (j + 1) =
        (h ^ 2 * f (j + 1) / 12 - 1) * ((-1) ^ j * u (j + 1)) := by
      unfold weighted
      ring
    rw [e]
    exact mul_pos (by linarith [hf j]) hs
  have hnext : (-1) ^ (j + 2) * weighted h f u (j + 2) =
      12 * ((-1) ^ j * u (j + 1)) + 10 * ((-1) ^ (j + 1) * weighted h f u (j + 1))
        - (-1) ^ j * weighted h f u j := by
    linear_combination (-1) ^ j * weighted_step hu j
  rw [← habs (j + 1), ← habs (j + 2), abs_of_pos hpos]
  exact lt_of_lt_of_le (by linarith) (le_abs_self _)

/-- For `f > 0` and `h > 0` the function `exactSolution f h` solves `u'' = f u`, takes the values
`0` at the origin and `1` at `h`, and is positive for `x > 0`. -/
theorem exactSolution_spec {f h : ℝ} (hf : 0 < f) (hh : 0 < h) :
    (∃ v : ℝ → ℝ, ∀ x, HasDerivAt (exactSolution f h) (v x) x ∧
      HasDerivAt v (f * exactSolution f h x) x) ∧
    exactSolution f h 0 = 0 ∧ exactSolution f h h = 1 ∧
    ∀ x, 0 < x → 0 < exactSolution f h x := by
  have hr : 0 < √f := Real.sqrt_pos.2 hf
  have hS : 0 < Real.sinh (√f * h) := Real.sinh_pos_iff.2 (mul_pos hr hh)
  refine ⟨⟨fun x => √f * Real.cosh (√f * x) / Real.sinh (√f * h), fun x => ?_⟩,
    by simp [exactSolution], div_self hS.ne',
    fun x hx => div_pos (Real.sinh_pos_iff.2 (mul_pos hr hx)) hS⟩
  have hl : HasDerivAt (fun y : ℝ => √f * y) (√f) x := by
    simpa using (hasDerivAt_id' x).const_mul (√f)
  constructor
  · exact (hl.sinh.div_const (Real.sinh (√f * h))).congr_deriv (by ring)
  · refine ((hl.cosh.const_mul (√f)).div_const (Real.sinh (√f * h))).congr_deriv ?_
    unfold exactSolution
    linear_combination (Real.sinh (√f * x) / Real.sinh (√f * h)) * Real.mul_self_sqrt hf.le

/-- For constant `f > 0` and `h² f > 12`, the Numerov solution started from `0` and `1` changes sign
at every step after the first and grows in absolute value more than ninefold at each of these steps,
while the exact solution is positive at the same grid points. -/
theorem numerov_spurious_nodes {f h : ℝ} {u : ℕ → ℝ} (hf : 0 < f) (hh : 0 < h)
    (hbig : 12 < h ^ 2 * f) (hu : IsNumerov h (fun _ => f) u) (h0 : u 0 = 0) (h1 : u 1 = 1)
    (j : ℕ) :
    0 < (-1) ^ j * u (j + 1) ∧ 9 * |u (j + 1)| < |u (j + 2)| ∧
      0 < exactSolution f h ((j + 1) * h) := by
  refine ⟨(alternating_sign hu h0 h1 (fun _ => hbig) j).1, ?_,
    (exactSolution_spec hf hh).2.2.2 _ (by positivity)⟩
  -- the weight is the same at all points and cancels
  have hg := weighted_growth hu h0 h1 (fun _ => hbig) j
  simp only [weighted, abs_mul] at hg
  refine lt_of_mul_lt_mul_left ?_ (abs_nonneg (1 - h ^ 2 * f / 12))
  linarith

/-- If `0 ≤ h² f < 12` at every grid point after the first, the Numerov solution started from
`0` and `1` is positive at all of these points. -/
theorem positive_below_threshold {h : ℝ} {f u : ℕ → ℝ} (hu : IsNumerov h f u)
    (h0 : u 0 = 0) (h1 : u 1 = 1)
    (hf : ∀ j, 0 ≤ h ^ 2 * f (j + 1) ∧ h ^ 2 * f (j + 1) < 12) (j : ℕ) :
    0 < u (j + 1) := by
  -- the weighted amplitude is carried along as a nondecreasing sequence
  suffices H : 0 < u (j + 1) ∧ weighted h f u j ≤ weighted h f u (j + 1) from H.1
  induction j with
  | zero =>
    have h2 : h ^ 2 * f 1 < 12 := (hf 0).2
    constructor
    · simp [h1]
    · simp only [weighted, zero_add, h0, h1]
      linarith
  | succ j ih =>
    obtain ⟨hs, ha⟩ := ih
    have ht2 : 0 < 1 - h ^ 2 * f (j + 2) / 12 := by
      have h2 : h ^ 2 * f (j + 2) < 12 := (hf (j + 1)).2
      linarith
    have hpos : 0 < weighted h f u (j + 1) :=
      mul_pos (by linarith [(hf j).2]) hs
    have hle : weighted h f u (j + 1) ≤ u (j + 1) := by
      unfold weighted
      nlinarith [mul_nonneg (hf j).1 hs.le]
    have hstep := weighted_step hu j
    have hmono : weighted h f u (j + 1) ≤ weighted h f u (j + 2) := by linarith
    have hsign : 0 < u (j + 2) :=
      (mul_pos_iff_of_pos_left ht2).1 (lt_of_lt_of_le hpos hmono)
    exact ⟨hsign, hmono⟩

/-- For constant `f` with `h² f = 12`, no sequence with starting values `0` and `1` satisfies the
Numerov scheme. -/
theorem no_solution_at_threshold {f h : ℝ} (hc : h ^ 2 * f = 12) :
    ¬ ∃ u : ℕ → ℝ, IsNumerov h (fun _ => f) u ∧ u 0 = 0 ∧ u 1 = 1 := by
  rintro ⟨u, hu, -, h1⟩
  have e : u 2 - 2 * u 1 + u 0 = h ^ 2 / 12 * (f * u 2 + 10 * f * u 1 + f * u 0) := hu 0
  have e2 : 12 * u 1 = 0 := by
    linear_combination -e - (u 2 + 10 * u 1 + u 0) / 12 * hc
  rw [h1] at e2
  norm_num at e2

end

end NumerovStepFailure
```

```lean
#print axioms NumerovStepFailure.alternating_sign
#print axioms NumerovStepFailure.numerov_spurious_nodes
#print axioms NumerovStepFailure.positive_below_threshold
#print axioms NumerovStepFailure.no_solution_at_threshold
```

```
'NumerovStepFailure.alternating_sign' depends on axioms: [propext, Classical.choice, Quot.sound]
'NumerovStepFailure.numerov_spurious_nodes' depends on axioms: [propext, Classical.choice, Quot.sound]
'NumerovStepFailure.positive_below_threshold' depends on axioms: [propext, Classical.choice, Quot.sound]
'NumerovStepFailure.no_solution_at_threshold' depends on axioms: [propext, Classical.choice, Quot.sound]
```

## How the theorems read, and where they stop

**Objects.** `IsNumerov h f u` says that the real sequence `u` satisfies the scheme at every step. It is a property of a sequence and not an algorithm, so the theorems apply to any procedure that produces such a sequence. In most statements `f` is a function of the grid index. In `numerov_spurious_nodes` it is a single real number, and the constant coefficient enters as `fun _ => f`. The weighted amplitude $w_j$ is `weighted h f u j`, and `exactSolution f h` is the $\sinh$ quotient.

**The main statement.** `numerov_spurious_nodes` assumes `0 < f`, `0 < h`, `12 < h ^ 2 * f`, the scheme and the two starting values. For each natural number `j` it concludes three things: `u (j + 1)` has the sign of $(-1)^j$, the next value is more than nine times as large in absolute value, and the exact solution is positive at $(j+1)h$. That `exactSolution` deserves its name is proved in `exactSolution_spec`, which supplies a first derivative `v` whose own derivative is $f$ times the function, together with the starting values and positivity.

**Existence.** `march_witness` shows that explicit forward marching satisfies the scheme whenever $h^2 f_{j+2} \ne 12$ for all $j \ge 0$. This covers every case with $h^2 f_j > 12$ after the first point, so the alternation theorem describes sequences that exist.

**Structure of the proof.** `weighted_step` is the three-term relation. `alternating_sign` is the induction, with the sign of $u$ and the monotonicity of $a$ carried together because each is needed to advance the other. Inside it, `hpos` is $a_{j+1} > 0$, `hnext` is the recurrence for $a$, and `e2` is the factorisation that returns the sign of $u_{j+2}$. `weighted_growth` turns the same inequality into a statement about absolute values, and the main theorem then cancels the common weight with `lt_of_mul_lt_mul_left`. `positive_below_threshold` and `no_solution_at_threshold` follow the corresponding derivations above.

**The tactic `linear_combination`.** The proof turns on removing the alternating sign, and this takes one line:

`linear_combination (-1) ^ j * weighted_step hu j`

The tactic proves an equation from known ones with coefficients supplied by the user. It subtracts the stated combination from the goal and leaves the `ring` tactic to verify that the remainder vanishes identically. Here the known equation is the recurrence for $w$ and the coefficient is $(-1)^j$. Since `ring` can handle powers with a symbolic exponent, it reduces $(-1)^{j+2}$ to $(-1)^j$ without a split into even and odd $j$. What remains is linear in $s_j$, $a_j$ and $a_{j+1}$, and `linarith` settles the inequalities.

**Limits for a production code.**

- The arithmetic is that of exact real numbers. Rounding and overflow are absent, although ninefold growth per step exceeds the range of double-precision numbers within a few hundred steps.
- The alternation theorem requires $h^2 f_j > 12$ at every point after the first. A solution that enters a barrier from an allowed region arrives with other starting data and is not covered.
- The positivity theorem requires $f_j \ge 0$ after the first point. In allowed regions, where $f < 0$, genuine nodes can occur.
- The comparison with an exact solution is made for constant $f$ only.
- The grid is uniform, and no error estimate or order of convergence is proved.
